# For exact ground states of an energy linear in the coupling and equal steps from zero to one, the left-sum error of coupling integration is at most the drop in interaction divided by the number of steps

Take a single coupling step. Each state $x$ has an energy $T(x)+sW(x)$ at coupling $s$. Let $x_0$ minimise it at $s=0$ and $x_1$ at $s=1$, with minimum values $E_0$ and $E_1$. Using $x_0$ as a trial state at full coupling gives $E_1\le T(x_0)+W(x_0)=E_0+W(x_0)$. Using $x_1$ as a trial state at zero coupling gives $E_0\le T(x_1)=E_1-W(x_1)$. Therefore

$$W(x_1)\le E_1-E_0\le W(x_0).$$

The estimate $W(x_0)$ of the energy difference is never too low, and it is too high by at most $W(x_0)-W(x_1)$.

## From one step to a grid

Let $s_0<s_1<\dots<s_N$ be couplings with steps $\delta_k=s_{k+1}-s_k\le h$. Let $x_k$ minimise $T+s_kW$, with minimum value $E_k$. The two trial-state inequalities now read

$$\delta_kW(x_{k+1})\le E_{k+1}-E_k\le\delta_kW(x_k).$$

Since $\delta_k>0$, it follows that $W(x_{k+1})\le W(x_k)$: the interaction never rises along the grid. The error of one step therefore satisfies

$$0\le\delta_kW(x_k)-(E_{k+1}-E_k)\le\delta_k\,[W(x_k)-W(x_{k+1})]\le h\,[W(x_k)-W(x_{k+1})].$$

Summing over $k<N$, the energy differences and the drops of $W$ both telescope:

$$0\le\sum_{k<N}\delta_kW(x_k)-(E_N-E_0)\le h\,[W(x_0)-W(x_N)].$$

For $N\ge1$ and $s_k=k/N$, every step equals $h=1/N$. Writing $D=W(x_0)-W(x_N)$, the left sum $L=\frac1N\sum_{k<N}W(x_k)$ obeys

$$0\le L-(E_N-E_0)\le \frac DN.$$

The trapezoidal sum replaces $W(x_k)$ by $\tfrac12[W(x_k)+W(x_{k+1})]$, which changes the total only through the endpoints. It equals $L-D/(2N)$, so its error lies between $-D/(2N)$ and $D/(2N)$.

In density-functional theory, the adiabatic connection obtains an energy difference by integrating an interaction expectation value over the coupling. The bounds apply to its discretisation when the energy is linear in the coupling and exact minimisers over one fixed set of states are available at the grid points. When the density is held fixed, that set consists of the states with the given density and $T$ is the kinetic energy; the energy difference is then that of the constrained minima of $T+sW$, not of total energies including the coupling-dependent external potential.

## Two steps across a level crossing

Let one state have $T=0$, $W=0$ and another $T=0.3$, $W=-1$. Their energies are $0$ and $0.3-s$, so they cross at $s=0.3$. With $N=2$ the ground-state energies at $s=0,\tfrac12,1$ are $0,-0.2,-0.7$, and the interaction values are $0,-1,-1$.

The left sum is $\tfrac12(0-1)=-0.5$. It exceeds the energy difference $-0.7$ by $0.2$, within the bound $D/N=0.5$. The trapezoidal sum is $\tfrac12(-0.5-1)=-0.75$, with absolute error $0.05$, within $D/(2N)=0.25$.

## States, energies and minimisers in Lean

```lean
import Mathlib

open Finset

namespace CouplingQuadrature

noncomputable section
```

The states form an arbitrary type `X`, and `T` and `W` are real functions on it. For a quantum system, `X` can be a set of normalised wavefunctions, with `T` and `W` the expectation values of two operators. No linear structure, continuity or finite dimension is used.

```lean
/-- The energy of the state `x` at coupling strength `s`. -/
def energy {X : Type*} (T W : X → ℝ) (s : ℝ) (x : X) : ℝ := T x + s * W x

/-- The state `x` minimises the energy at coupling strength `s`. -/
def IsGroundState {X : Type*} (T W : X → ℝ) (s : ℝ) (x : X) : Prop :=
  ∀ y, energy T W s x ≤ energy T W s y
```

A ground state is a global minimiser over `X`. Its existence is a hypothesis of the theorems, not a conclusion. Degeneracy is allowed, and any minimiser may be chosen at each coupling.

```lean
/-- The left Riemann sum of the interaction `W` along the states `x k` on the
coupling grid `s 0, ..., s N`. -/
def leftSum {X : Type*} (W : X → ℝ) (s : ℕ → ℝ) (x : ℕ → X) (N : ℕ) : ℝ :=
  ∑ k ∈ range N, (s (k + 1) - s k) * W (x k)
```

Both the grid `s` and the states `x` are sequences indexed by the natural numbers, of which only the entries up to `N` matter. The sum over `range N` runs over $k=0,\dots,N-1$.

## The trial-state bracket and its sum

```lean
/-- The difference of two ground-state energies lies between the coupling difference
times the interaction in the final state and the same with the initial state. -/
theorem energy_difference_bracket {X : Type*} {T W : X → ℝ} {a b : ℝ} {x y : X}
    (hx : IsGroundState T W a x) (hy : IsGroundState T W b y) :
    (b - a) * W y ≤ energy T W b y - energy T W a x ∧
      energy T W b y - energy T W a x ≤ (b - a) * W x := by
  -- each minimiser serves as a trial state for the other coupling
  have h1 := hx y
  have h2 := hy x
  simp only [energy] at *
  constructor <;> linarith
```

Here `h1` tests $y$ at coupling $a$, and `h2` tests $x$ at coupling $b$. After the energy is unfolded, each half of the bracket is a linear rearrangement of one of these inequalities. The order of $a$ and $b$ is immaterial.

```lean
/-- For a ground state at each point of an increasing coupling grid with steps at most `h`, the left
sum exceeds the ground-state energy difference by between zero and `h` times the total drop of `W`.
-/
theorem leftSum_error {X : Type*} {T W : X → ℝ} {s : ℕ → ℝ} {x : ℕ → X} {h : ℝ} (N : ℕ)
    (hs : ∀ k < N, s k < s (k + 1)) (hh : ∀ k < N, s (k + 1) - s k ≤ h)
    (hx : ∀ k ≤ N, IsGroundState T W (s k) (x k)) :
    0 ≤ leftSum W s x N - (energy T W (s N) (x N) - energy T W (s 0) (x 0)) ∧
      leftSum W s x N - (energy T W (s N) (x N) - energy T W (s 0) (x 0))
        ≤ h * (W (x 0) - W (x N)) := by
  induction N with
  | zero => simp [leftSum]
  | succ n ih =>
    obtain ⟨lo, hi⟩ := ih (fun k hk => hs k (by omega)) (fun k hk => hh k (by omega))
      (fun k hk => hx k (by omega))
    obtain ⟨b1, b2⟩ := energy_difference_bracket (hx n (by omega)) (hx (n + 1) le_rfl)
    have hpos : 0 < s (n + 1) - s n := sub_pos.mpr (hs n (by omega))
    -- the interaction drops on this step, so its length may be replaced by `h`
    have hW : W (x (n + 1)) ≤ W (x n) := le_of_mul_le_mul_left (b1.trans b2) hpos
    have hstep := mul_le_mul_of_nonneg_right (hh n (by omega)) (sub_nonneg.mpr hW)
    have hsum : leftSum W s x (n + 1)
        = leftSum W s x n + (s (n + 1) - s n) * W (x n) := by
      simp only [leftSum, sum_range_succ]
    rw [hsum]
    constructor
    · linarith
    · linarith
```

The hypotheses `hs` and `hh` say that the grid increases and that its steps are at most $h$. The energy difference is written with the energies of the chosen minimisers, and no integral appears in the statement.

The proof is by induction on the number of steps. For the last step, `b1` and `b2` are the two halves of the bracket. Chaining them and cancelling the positive step length gives `hW`, the fall of the interaction, and `hstep` then replaces the step length by $h$. Adding this step to the induction hypothesis performs the telescoping.

## Equal steps from zero to one

```lean
/-- With `N` equal coupling steps from zero to one and a ground state at each grid point, the left
sum exceeds the energy difference by between zero and the total drop of `W` divided by `N`. -/
theorem uniform_quadrature_error {X : Type*} {T W : X → ℝ} {x : ℕ → X} {N : ℕ}
    (hN : 1 ≤ N) (hx : ∀ k ≤ N, IsGroundState T W ((k : ℝ) / N) (x k)) :
    0 ≤ 1 / (N : ℝ) * ∑ k ∈ range N, W (x k)
        - (energy T W 1 (x N) - energy T W 0 (x 0)) ∧
      1 / (N : ℝ) * ∑ k ∈ range N, W (x k)
        - (energy T W 1 (x N) - energy T W 0 (x 0)) ≤ (W (x 0) - W (x N)) / N := by
  have hNpos : (0 : ℝ) < N := by exact_mod_cast hN
  have step : ∀ k : ℕ, ((k + 1 : ℕ) : ℝ) / N - (k : ℝ) / N = 1 / N := by
    intro k
    push_cast
    ring
  have main := leftSum_error (T := T) (W := W) (s := fun k : ℕ => (k : ℝ) / N)
    (x := x) (h := 1 / (N : ℝ)) N
    (fun k _ => by
      have h1 := step k
      have h2 : (0 : ℝ) < 1 / N := by positivity
      show (k : ℝ) / N < ((k + 1 : ℕ) : ℝ) / N
      linarith)
    (fun k _ => (step k).le) hx
  have hsum : leftSum W (fun k : ℕ => (k : ℝ) / N) x N
      = 1 / (N : ℝ) * ∑ k ∈ range N, W (x k) := by
    simp only [leftSum, step, mul_sum]
  have hone : (N : ℝ) / N = 1 := div_self hNpos.ne'
  have hzero : ((0 : ℕ) : ℝ) / N = 0 := by simp
  have hend : 1 / (N : ℝ) * (W (x 0) - W (x N)) = (W (x 0) - W (x N)) / N := by ring
  simp only [hsum, hone, hzero, hend] at main
  exact main
```

This is the preceding theorem with $s_k=k/N$ and $h=1/N$. The auxiliary fact `step` computes the common step length, and the remaining equalities put the sum, the end couplings and the bound into the stated form.

```lean
/-- With `N` equal coupling steps from zero to one and a ground state at each grid point, the
trapezoidal sum differs from the energy difference by at most the total drop of `W` divided by `2
N`. -/
theorem trapezoidal_error {X : Type*} {T W : X → ℝ} {x : ℕ → X} {N : ℕ}
    (hN : 1 ≤ N) (hx : ∀ k ≤ N, IsGroundState T W ((k : ℝ) / N) (x k)) :
    |1 / (N : ℝ) * ∑ k ∈ range N, (W (x k) + W (x (k + 1))) / 2
        - (energy T W 1 (x N) - energy T W 0 (x 0))|
      ≤ (W (x 0) - W (x N)) / (2 * N) := by
  obtain ⟨lo, hi⟩ := uniform_quadrature_error hN hx
  -- the trapezoidal sum is the left sum shifted by an endpoint term
  have tel : ∀ n : ℕ, ∑ k ∈ range n, (W (x k) + W (x (k + 1))) / 2
      = ∑ k ∈ range n, W (x k) - (W (x 0) - W (x n)) / 2 := by
    intro n
    induction n with
    | zero => simp
    | succ n ih =>
      rw [sum_range_succ, sum_range_succ, ih]
      ring
  have e1 : 1 / (N : ℝ) * (∑ k ∈ range N, W (x k) - (W (x 0) - W (x N)) / 2)
      = 1 / (N : ℝ) * ∑ k ∈ range N, W (x k) - (W (x 0) - W (x N)) / (2 * N) := by
    ring
  have e2 : (W (x 0) - W (x N)) / N = 2 * ((W (x 0) - W (x N)) / (2 * N)) := by
    ring
  rw [tel, e1, abs_le]
  constructor <;> linarith
```

The identity `tel`, proved by induction, is the endpoint shift between the two sums. Once `abs_le` has split the absolute value into two inequalities, they follow from the lower and upper bounds on the left sum.

## Level crossings that attain both bounds

```lean
/-- Uncoupled energies of two states, `0` and `c`. -/
def crossT (c : ℝ) : Bool → ℝ
  | false => 0
  | true => c

/-- Interaction values of the two states, `0` and `-1`. -/
def crossW : Bool → ℝ
  | false => 0
  | true => -1
```

The type `Bool` supplies exactly two states, without superpositions. Their energies at coupling $s$ are $0$ and $c-s$.

```lean
/-- In the two-state model the first state is a ground state up to coupling `c`, and
the second from coupling `c` on. -/
theorem crossing_groundState (c s : ℝ) :
    (s ≤ c → IsGroundState (crossT c) crossW s false) ∧
      (c ≤ s → IsGroundState (crossT c) crossW s true) := by
  constructor <;> intro h y <;> cases y <;> simp only [energy, crossT, crossW] <;> linarith
```

At $s=c$ both states are ground states, and the two examples exploit this freedom.

```lean
/-- For a level crossing at zero coupling, with the state switched right after the first
grid point, `W` drops by one and the left sum has error exactly `1 / N`. -/
theorem upper_bound_attained {N : ℕ} (hN : 1 ≤ N) :
    let x : ℕ → Bool := fun k => decide (0 < k)
    (∀ k ≤ N, IsGroundState (crossT 0) crossW ((k : ℝ) / N) (x k)) ∧
      crossW (x 0) - crossW (x N) = 1 ∧
      1 / (N : ℝ) * ∑ k ∈ range N, crossW (x k)
        - (energy (crossT 0) crossW 1 (x N) - energy (crossT 0) crossW 0 (x 0))
        = 1 / N := by
  intro x
  obtain ⟨m, rfl⟩ : ∃ m, N = m + 1 := ⟨N - 1, by omega⟩
  have h0 : x 0 = false := by simp [x]
  have h1 : ∀ k, x (k + 1) = true := by
    intro k
    simp [x]
  have hsum : ∑ k ∈ range (m + 1), crossW (x k) = -(m : ℝ) := by
    rw [sum_range_succ']
    simp [h0, h1, crossW]
  refine ⟨?_, ?_, ?_⟩
  · intro k _
    cases k with
    | zero =>
      rw [h0]
      exact (crossing_groundState 0 _).1 (by simp)
    | succ k =>
      rw [h1]
      exact (crossing_groundState 0 _).2 (by positivity)
  · rw [h0, h1]
    norm_num [crossW]
  · have hm : (m : ℝ) + 1 ≠ 0 := by positivity
    rw [hsum, h0, h1]
    simp only [energy, crossT, crossW]
    push_cast
    field_simp
    ring
```

With $c=0$, the first state is chosen at $k=0$ and the second at every later grid point. The left sum is $-(N-1)/N$ and the energy difference is $-1$, so the error is $1/N$, which is the upper bound for $D=1$. The proof writes $N=m+1$ and splits off the first term of the sum, leaving $m$ terms equal to $-1$.

```lean
/-- For a level crossing at full coupling, with the state switched at the last grid
point, `W` drops by one and the left sum equals the energy difference. -/
theorem lower_bound_attained {N : ℕ} (hN : 1 ≤ N) :
    let x : ℕ → Bool := fun k => decide (N ≤ k)
    (∀ k ≤ N, IsGroundState (crossT 1) crossW ((k : ℝ) / N) (x k)) ∧
      crossW (x 0) - crossW (x N) = 1 ∧
      1 / (N : ℝ) * ∑ k ∈ range N, crossW (x k)
        = energy (crossT 1) crossW 1 (x N) - energy (crossT 1) crossW 0 (x 0) := by
  intro x
  have hNpos : (0 : ℝ) < N := by exact_mod_cast hN
  have hlt : ∀ k < N, x k = false := fun k hk => decide_eq_false (not_le_of_gt hk)
  have hlast : x N = true := decide_eq_true le_rfl
  have hsum : ∑ k ∈ range N, crossW (x k) = 0 := by
    apply sum_eq_zero
    intro k hk
    rw [hlt k (mem_range.mp hk)]
    rfl
  refine ⟨?_, ?_, ?_⟩
  · intro k hk
    rcases Nat.lt_or_eq_of_le hk with h | h
    · rw [hlt k h]
      refine (crossing_groundState 1 _).1 ?_
      rw [div_le_iff₀ hNpos, one_mul]
      exact_mod_cast hk
    · rw [h, hlast]
      exact (crossing_groundState 1 _).2 (div_self hNpos.ne').ge
  · rw [hlt 0 (by omega), hlast]
    norm_num [crossW]
  · rw [hsum, hlt 0 (by omega), hlast]
    norm_num [energy, crossT, crossW]

end

end CouplingQuadrature
```

With $c=1$, the second state is chosen only at $k=N$, which the left sum does not sample. The sum and the energy difference are both zero although $W$ still drops by one, so the lower bound is attained. Under these hypotheses alone, neither bound on the left sum can therefore be improved, for any $N\ge1$, by a better constant multiplying $D/N$; a particular system may lie strictly between them, as in the two-step example.

```lean
#print axioms CouplingQuadrature.leftSum_error
-- 'CouplingQuadrature.leftSum_error' depends on axioms: [propext, Classical.choice, Quot.sound]
#print axioms CouplingQuadrature.trapezoidal_error
-- 'CouplingQuadrature.trapezoidal_error' depends on axioms: [propext, Classical.choice, Quot.sound]
#print axioms CouplingQuadrature.upper_bound_attained
-- 'CouplingQuadrature.upper_bound_attained' depends on axioms: [propext, Classical.choice, Quot.sound]
#print axioms CouplingQuadrature.lower_bound_attained
-- 'CouplingQuadrature.lower_bound_attained' depends on axioms: [propext, Classical.choice, Quot.sound]
```
